# Two-state nonorthogonal CI between degenerate uniform products loses its total resonance energy as the number of noninteracting fragments grows

Consider a molecular ion whose hole can sit at the left or at the right end. The two localised states are mirror images with equal energies, and mixing them gives the ion a resonance energy. Now place $N$ such ions so far apart that they don't interact, and let a nonorthogonal CI mix just two configurations: all holes left and all holes right. How much resonance energy is left?

Let $a$ and $b$ be the two real unit states of one fragment, with overlap $s=\langle a,b\rangle$, $|s|<1$, common energy $e$ and coupling $k=\langle a,hb\rangle$, where $h$ is the fragment Hamiltonian. Measured from $Ne$, both CI energies tend to zero shift as $N$ grows. The loss concerns the total energy, not only the energy per fragment.

## Fragments and their products

A fragment has a finite orthonormal basis `ι`, whose elements may be many-electron configurations. Its states are real functions on `ι`.

```lean
import Mathlib

open Matrix Filter Topology

namespace NonorthogonalCISizeConsistency

variable {ι : Type*} [Fintype ι] {N : ℕ}
```

If fragment $i$ is in state $f_i$, the joint wavefunction is
$$\Phi_f(x)=\prod_i f_i(x_i),$$
where $x$ assigns a basis element to each fragment. There is no antisymmetrisation between fragments.

```lean
/-- The product wavefunction of `N` fragments, with fragment `i` in the state `f i`. -/
def productState (f : Fin N → ι → ℝ) : (Fin N → ι) → ℝ :=
  fun x => ∏ i, f i (x i)
```

The two CI configurations are $A=\prod_i a(x_i)$ and $B=\prod_i b(x_i)$.

```lean
/-- The product wavefunction with all `N` fragments in the same state `a`. -/
def uniformProduct (N : ℕ) (a : ι → ℝ) : (Fin N → ι) → ℝ :=
  productState fun _ => a
```

Without interaction, the Hamiltonian $H$ is a sum of fragment terms:
$$(H\Psi)(x)=\sum_i\sum_y h(x_i,y)\,\Psi(x\text{ with }x_i\text{ replaced by }y).$$
The replacement is `Function.update x i y`.

```lean
/-- The Hamiltonian of `N` noninteracting fragments: the sum over the fragments of the
fragment Hamiltonian `h` acting on that fragment's coordinate. -/
def totalHamiltonian (h : Matrix ι ι ℝ) (Ψ : (Fin N → ι) → ℝ) : (Fin N → ι) → ℝ :=
  fun x => ∑ i, ∑ y, h (x i) y * Ψ (Function.update x i y)
```

A CI energy $E$ is a number for which $cA+dB$ solves the secular equations with $c,d$ not both zero:
$$c\langle A,HA\rangle+d\langle A,HB\rangle=E\,(c\langle A,A\rangle+d\langle A,B\rangle),$$
and likewise with $B$ on the left. In Lean, `⬝ᵥ` is the real inner product and `*ᵥ` applies a matrix to a vector.

```lean
/-- `E` is an energy of the two-state nonorthogonal CI between `A` and `B`: the secular
equations have a solution `c A + d B` whose coefficients are not both zero. -/
def IsNOCIEnergy (h : Matrix ι ι ℝ) (A B : (Fin N → ι) → ℝ) (E : ℝ) : Prop :=
  ∃ c d : ℝ, (c ≠ 0 ∨ d ≠ 0) ∧
    c * (A ⬝ᵥ totalHamiltonian h A) + d * (A ⬝ᵥ totalHamiltonian h B)
      = E * (c * (A ⬝ᵥ A) + d * (A ⬝ᵥ B)) ∧
    c * (B ⬝ᵥ totalHamiltonian h A) + d * (B ⬝ᵥ totalHamiltonian h B)
      = E * (c * (B ⬝ᵥ A) + d * (B ⬝ᵥ B))
```

The assumptions on one fragment are collected in a structure. Symmetry of $h$ makes it a real Hermitian operator. Equal energies express the equivalence of the two resonance structures, which is assumed here and not derived from a spatial symmetry. By the Cauchy–Schwarz inequality, $|s|<1$ excludes only $b=\pm a$, where there is just one physical state.

```lean
/-- Two real unit states `a`, `b` of a fragment with symmetric Hamiltonian `h`, having equal
energies `e`, coupling `k` and overlap `s` of absolute value below one. -/
structure ResonancePair (h : Matrix ι ι ℝ) (a b : ι → ℝ) (e k s : ℝ) : Prop where
  symmetric : h.IsSymm
  norm_a : a ⬝ᵥ a = 1
  norm_b : b ⬝ᵥ b = 1
  overlap : a ⬝ᵥ b = s
  energy_a : a ⬝ᵥ h *ᵥ a = e
  energy_b : b ⬝ᵥ h *ᵥ b = e
  coupling : a ⬝ᵥ h *ᵥ b = k
  overlap_lt : |s| < 1
```

## Matrix elements between products

The sum over all $x$ factorises into one sum per fragment:
$$\langle\Phi_f,\Phi_g\rangle=\sum_x\prod_i f_i(x_i)g_i(x_i)=\prod_i\langle f_i,g_i\rangle.$$
The exchange of product and sum is `Finset.prod_univ_sum`.

```lean
/-- The overlap of two product states is the product of the fragment overlaps. -/
theorem productState_overlap (f g : Fin N → ι → ℝ) :
    productState f ⬝ᵥ productState g = ∏ i, f i ⬝ᵥ g i := by
  simp only [dotProduct, productState, ← Finset.prod_mul_distrib]
  rw [Finset.prod_univ_sum, Fintype.piFinset_univ]
```

In the $i$-th term of $H\Phi_f$ only the factor of fragment $i$ changes:
$$\sum_y h(x_i,y)f_i(y)\prod_{j\ne i}f_j(x_j)=(hf_i)(x_i)\prod_{j\ne i}f_j(x_j).$$
So $H\Phi_f$ is the sum over $i$ of the products with $f_i$ replaced by $hf_i$. In the proof, `split` separates factor $i$, while `hl` and `hr` write the two sides in this form.

```lean
/-- The total Hamiltonian turns a product state into the sum of the products in which one
fragment state has been acted on by `h`. -/
theorem totalHamiltonian_productState (h : Matrix ι ι ℝ) (f : Fin N → ι → ℝ) :
    totalHamiltonian h (productState f)
      = ∑ i, productState (Function.update f i (h *ᵥ f i)) := by
  funext x
  rw [Finset.sum_apply]
  unfold totalHamiltonian
  refine Finset.sum_congr rfl fun i _ => ?_
  -- separate the factor of fragment i from the spectators
  have split : ∀ F : Fin N → ℝ, ∏ j, F j = F i * ∏ j ∈ Finset.univ.erase i, F j :=
    fun F => (Finset.mul_prod_erase _ F (Finset.mem_univ i)).symm
  have hl : ∀ y, productState f (Function.update x i y)
      = f i y * ∏ j ∈ Finset.univ.erase i, f j (x j) := by
    intro y
    have rest : ∏ j ∈ Finset.univ.erase i, f j (Function.update x i y j)
        = ∏ j ∈ Finset.univ.erase i, f j (x j) :=
      Finset.prod_congr rfl fun j hj => by
        rw [Function.update_of_ne (Finset.ne_of_mem_erase hj)]
    unfold productState
    rw [split, rest, Function.update_self]
  have hr : productState (Function.update f i (h *ᵥ f i)) x
      = (h *ᵥ f i) (x i) * ∏ j ∈ Finset.univ.erase i, f j (x j) := by
    have rest : ∏ j ∈ Finset.univ.erase i, Function.update f i (h *ᵥ f i) j (x j)
        = ∏ j ∈ Finset.univ.erase i, f j (x j) :=
      Finset.prod_congr rfl fun j hj => by
        rw [Function.update_of_ne (Finset.ne_of_mem_erase hj)]
    unfold productState
    rw [split, rest, Function.update_self]
  rw [hr]
  simp only [hl, Matrix.mulVec, dotProduct, Finset.sum_mul, mul_assoc]
```

With equal factors the overlap becomes $\langle A,B\rangle=s^N$, and $\langle A,A\rangle=\langle B,B\rangle=1$.

```lean
/-- The overlap of all-`a` with all-`b` is the `N`-th power of the fragment overlap. -/
theorem uniform_overlap (N : ℕ) (a b : ι → ℝ) :
    uniformProduct N a ⬝ᵥ uniformProduct N b = (a ⬝ᵥ b) ^ N := by
  unfold uniformProduct
  rw [productState_overlap]
  simp
```

For the Hamiltonian element, each fragment in turn supplies $k$ and the remaining $N-1$ supply overlaps:
$$\langle A,HB\rangle=\sum_i k\,s^{N-1}=Nks^{N-1}.$$
Setting $b=a$ gives $\langle A,HA\rangle=Ne$, and $\langle B,HB\rangle=Ne$ follows in the same way. The lemma `term` evaluates one summand.

```lean
/-- The Hamiltonian element between all-`a` and all-`b`: one fragment supplies the coupling,
the other `N - 1` supply overlaps, and there are `N` such terms. -/
theorem uniform_coupling (N : ℕ) (h : Matrix ι ι ℝ) (a b : ι → ℝ) :
    uniformProduct N a ⬝ᵥ totalHamiltonian h (uniformProduct N b)
      = N * (a ⬝ᵥ h *ᵥ b) * (a ⬝ᵥ b) ^ (N - 1) := by
  unfold uniformProduct
  have hs : ∀ (Ψ : (Fin N → ι) → ℝ) (g : Fin N → (Fin N → ι) → ℝ),
      Ψ ⬝ᵥ ∑ i, g i = ∑ i, Ψ ⬝ᵥ g i := by
    intro Ψ g
    simp only [dotProduct, Finset.sum_apply, Finset.mul_sum]
    exact Finset.sum_comm
  have term : ∀ i : Fin N, productState (fun _ => a) ⬝ᵥ
      productState (Function.update (fun _ => b) i (h *ᵥ b))
        = (a ⬝ᵥ h *ᵥ b) * (a ⬝ᵥ b) ^ (N - 1) := by
    intro i
    have rest : ∏ j ∈ Finset.univ.erase i,
        a ⬝ᵥ Function.update (fun _ : Fin N => b) i (h *ᵥ b) j = (a ⬝ᵥ b) ^ (N - 1) := by
      rw [Finset.prod_congr rfl fun j hj => by
        rw [Function.update_of_ne (Finset.ne_of_mem_erase hj)], Finset.prod_const,
        Finset.card_erase_of_mem (Finset.mem_univ i), Finset.card_univ, Fintype.card_fin]
    have split := Finset.mul_prod_erase Finset.univ
      (fun j => a ⬝ᵥ Function.update (fun _ : Fin N => b) i (h *ᵥ b) j) (Finset.mem_univ i)
    rw [productState_overlap, ← split, rest, Function.update_self]
  rw [totalHamiltonian_productState, hs, Finset.sum_congr rfl fun i _ => term i,
    Finset.sum_const, Finset.card_univ, Fintype.card_fin, nsmul_eq_mul]
  ring
```

## The two CI energies

Write $S=s^N$ and $K=Nks^{N-1}$. Symmetry of $h$ gives $\langle b,ha\rangle=k$, so the secular equations are
$$cNe+dK=E(c+dS),\qquad cK+dNe=E(cS+d).$$
Their sum and difference decouple:
$$(c+d)(Ne+K)=E(c+d)(1+S),\qquad (c-d)(Ne-K)=E(c-d)(1-S).$$
For $N\ge1$ we have $|S|<1$, so neither $1+S$ nor $1-S$ is zero. If $c+d\ne0$, the first equation fixes $E$. If $c+d=0$, then $c-d\ne0$ and the second does. Hence
$$E=\frac{N(e+ks^{N-1})}{1+s^N}\quad\text{or}\quad E=\frac{N(e-ks^{N-1})}{1-s^N}.$$
Conversely, the coefficients $(1,1)$ and $(1,-1)$ solve the equations with these energies. The normalised states are $(A\pm B)/\sqrt{2(1\pm s^N)}$.

The Lean proof makes the same case distinction on `c + d`, and `linear_combination` forms the sums and differences. For $N=0$ the two products coincide, and $(1,-1)$ would solve the equations for every $E$; this is what `hN` excludes.

```lean
/-- For a `ResonancePair` and at least one fragment, the nonorthogonal CI between all-`a` and
all-`b` has exactly the energies `N (e ± k s^(N-1)) / (1 ± s^N)`. -/
theorem noci_energies {h : Matrix ι ι ℝ} {a b : ι → ℝ} {e k s : ℝ}
    (P : ResonancePair h a b e k s) (hN : N ≠ 0) (E : ℝ) :
    IsNOCIEnergy h (uniformProduct N a) (uniformProduct N b) E ↔
      E = N * (e + k * s ^ (N - 1)) / (1 + s ^ N) ∨
      E = N * (e - k * s ^ (N - 1)) / (1 - s ^ N) := by
  have hba : b ⬝ᵥ h *ᵥ a = k := by
    rw [Matrix.dotProduct_mulVec, ← Matrix.mulVec_transpose, P.symmetric.eq, dotProduct_comm]
    exact P.coupling
  have hsba : b ⬝ᵥ a = s := by rw [dotProduct_comm]; exact P.overlap
  have hlt : |s ^ N| < 1 := by
    rw [abs_pow]
    exact pow_lt_one₀ (abs_nonneg s) P.overlap_lt hN
  have hp : 1 + s ^ N ≠ 0 := by have := (abs_lt.1 hlt).1; linarith
  have hm : 1 - s ^ N ≠ 0 := by have := (abs_lt.1 hlt).2; linarith
  unfold IsNOCIEnergy
  simp only [uniform_coupling, uniform_overlap, P.norm_a, P.norm_b, P.overlap, P.energy_a,
    P.energy_b, P.coupling, hba, hsba, one_pow, mul_one]
  rw [eq_div_iff hp, eq_div_iff hm]
  constructor
  · rintro ⟨c, d, hcd, h1, h2⟩
    -- the sum and the difference of the secular equations decouple
    by_cases hc : c + d = 0
    · right
      have hd : c - d ≠ 0 := by
        intro hd
        rcases hcd with h0 | h0
        · exact h0 (by linarith)
        · exact h0 (by linarith)
      apply mul_left_cancel₀ hd
      linear_combination h2 - h1
    · left
      apply mul_left_cancel₀ hc
      linear_combination -h1 - h2
  · rintro (hE | hE)
    · refine ⟨1, 1, Or.inl one_ne_zero, ?_, ?_⟩
      · linear_combination -hE
      · linear_combination -hE
    · refine ⟨1, -1, Or.inl one_ne_zero, ?_, ?_⟩
      · linear_combination -hE
      · linear_combination hE
```

## The limit of many fragments

Let $\sigma=1$ for the first energy and $\sigma=-1$ for the second. Subtracting $Ne$ over the common denominator gives
$$\frac{N(e+\sigma ks^{N-1})}{1+\sigma s^N}-Ne=\frac{\sigma N s^{N-1}(k-es)}{1+\sigma s^N}.$$
The denominator tends to 1. In the numerator, $N|s|^{N-1}$ tends to 0: for $s\neq0$ the ratio of successive terms tends to $|s|<1$, and for $s=0$ the terms vanish from $N=2$ on. Exponential decay thus beats linear growth.

Lean proves the limit for any real $\sigma$. It sets $N=n+1$, which removes the subtraction in the exponent; `hnum` and `hden` are the limits of numerator and denominator.

```lean
/-- For `|s| < 1` and any real `σ`, the expression `N (e + σ k s^(N-1)) / (1 + σ s^N)` minus
`N e` tends to zero as the number of fragments grows. -/
theorem tendsto_resonance_energy (e k σ : ℝ) {s : ℝ} (hs : |s| < 1) :
    Tendsto (fun N : ℕ => (N : ℝ) * (e + σ * k * s ^ (N - 1)) / (1 + σ * s ^ N) - N * e)
      atTop (𝓝 0) := by
  rw [← tendsto_add_atTop_iff_nat 1]
  have h0 := tendsto_pow_atTop_nhds_zero_of_abs_lt_one hs
  have h1 := tendsto_self_mul_const_pow_of_abs_lt_one hs
  have h0' : Tendsto (fun n : ℕ => s ^ (n + 1)) atTop (𝓝 0) :=
    h0.comp (tendsto_add_atTop_nat 1)
  have hden : Tendsto (fun n : ℕ => 1 + σ * s ^ (n + 1)) atTop (𝓝 1) := by
    have t := (h0'.const_mul σ).const_add (1 : ℝ)
    rwa [mul_zero, add_zero] at t
  -- exponential decay of the overlap beats the linear growth in N
  have hnum : Tendsto (fun n : ℕ => ((n : ℝ) * s ^ n + s ^ n) * (σ * (k - e * s)))
      atTop (𝓝 0) := by
    have t := (h1.add h0).mul_const (σ * (k - e * s))
    rwa [add_zero, zero_mul] at t
  have hq := hnum.div hden one_ne_zero
  rw [zero_div] at hq
  refine hq.congr' ?_
  filter_upwards [hden.eventually_ne one_ne_zero] with n hn
  simp only [Pi.div_apply, Nat.add_sub_cancel]
  rw [div_eq_iff hn, sub_mul, div_mul_cancel₀ _ hn]
  push_cast
  ring
```

For the CI this means that for each $\varepsilon>0$ there is a fragment number beyond which every CI energy satisfies $|E-Ne|<\varepsilon$. The quantifier `∀ᶠ N : ℕ in atTop` says "for all sufficiently large $N$". The proof takes the limits for $\sigma=\pm1$ and inserts the two energies found above.

```lean
/-- For a `ResonancePair`, the total resonance energy vanishes: for every tolerance `ε > 0`, all
energies of the CI between all-`a` and all-`b` lie within `ε` of `N e` once `N` is large enough. -/
theorem total_resonance_energy_vanishes {h : Matrix ι ι ℝ} {a b : ι → ℝ} {e k s : ℝ}
    (P : ResonancePair h a b e k s) {ε : ℝ} (hε : 0 < ε) :
    ∀ᶠ N : ℕ in atTop, ∀ E : ℝ,
      IsNOCIEnergy h (uniformProduct N a) (uniformProduct N b) E → |E - N * e| < ε := by
  have hp := tendsto_resonance_energy e k 1 P.overlap_lt
  have hm := tendsto_resonance_energy e k (-1) P.overlap_lt
  filter_upwards [Metric.tendsto_nhds.1 hp ε hε, Metric.tendsto_nhds.1 hm ε hε,
    eventually_ne_atTop 0] with N h1 h2 hN E hE
  rw [Real.dist_eq, sub_zero] at h1 h2
  simp only [one_mul] at h1
  simp only [neg_mul, one_mul, ← sub_eq_add_neg] at h2
  rcases (noci_energies P hN E).1 hE with r | r
  · rw [r]; exact h1
  · rw [r]; exact h2
```

## Resonance fragment by fragment

Now let every fragment resonate separately, in the normalised state $(a+b)/\sqrt{2+2s}$. For the unnormalised $a+b$,
$$\langle a+b,h(a+b)\rangle=2e+2k,\qquad\langle a+b,a+b\rangle=2+2s.$$
The matrix elements of uniform products then give the energy
$$\frac{N(2e+2k)(2+2s)^{N-1}}{(2+2s)^N}=N\,\frac{e+k}{1+s}=N\left(e+\frac{k-es}{1+s}\right).$$
The resonance energy is now proportional to $N$, and it lowers the energy when $k<es$. The same computation with $a-b$ gives $N\bigl(e-(k-es)/(1-s)\bigr)$, which is the lower of the two when $k>es$.

Expanded, the product of $a+b$ states contains every assignment of $a$ or $b$ to the fragments. For these noninteracting fragments, a CI restricted to the two uniform assignments is therefore not size consistent when $k\ne es$.

Let $\Psi$ be the product of the unnormalised $a+b$ states. Lean avoids dividing by $\langle\Psi,\Psi\rangle$ and states that $\langle\Psi,H\Psi\rangle$ equals the energy times $\langle\Psi,\Psi\rangle$. The lemmas `hH` and `hS` are the two fragment values above.

```lean
/-- For a `ResonancePair`, if every fragment is separately in the unnormalized state `a + b`, the
energy expectation value is `N e` plus `N` times the one-fragment resonance energy
`(k - e s) / (1 + s)`. -/
theorem fragmentwise_resonance_energy {h : Matrix ι ι ℝ} {a b : ι → ℝ} {e k s : ℝ}
    (P : ResonancePair h a b e k s) (N : ℕ) :
    uniformProduct N (a + b) ⬝ᵥ totalHamiltonian h (uniformProduct N (a + b))
      = N * (e + (k - e * s) / (1 + s))
        * (uniformProduct N (a + b) ⬝ᵥ uniformProduct N (a + b)) := by
  have hba : b ⬝ᵥ h *ᵥ a = k := by
    rw [Matrix.dotProduct_mulVec, ← Matrix.mulVec_transpose, P.symmetric.eq, dotProduct_comm]
    exact P.coupling
  have hsba : b ⬝ᵥ a = s := by rw [dotProduct_comm]; exact P.overlap
  have hH : (a + b) ⬝ᵥ h *ᵥ (a + b) = 2 * e + 2 * k := by
    simp only [Matrix.mulVec_add, add_dotProduct, dotProduct_add, P.energy_a, P.energy_b,
      P.coupling, hba]
    ring
  have hS : (a + b) ⬝ᵥ (a + b) = 2 + 2 * s := by
    simp only [add_dotProduct, dotProduct_add, P.norm_a, P.norm_b, P.overlap, hsba]
    ring
  have h1 : 1 + s ≠ 0 := by have := (abs_lt.1 P.overlap_lt).1; linarith
  have hq : (k - e * s) / (1 + s) * (1 + s) = k - e * s := div_mul_cancel₀ _ h1
  rw [uniform_coupling, uniform_overlap, hH, hS]
  generalize (k - e * s) / (1 + s) = r at hq ⊢
  cases N with
  | zero => simp
  | succ n =>
    rw [Nat.add_sub_cancel, pow_succ]
    linear_combination (-2 * ((n + 1 : ℕ) : ℝ) * (2 + 2 * s) ^ n) * hq
```

## Ten two-level fragments

The conditions are met by
$$h=\begin{pmatrix}-1&-2\\-2&2\end{pmatrix},\quad a=(1,0),\quad b=(3/5,4/5),$$
with $e=-1$, $k=-11/5$ and $s=3/5$. Each field is checked by direct evaluation.

```lean
/-- A two-level fragment with states `(1, 0)` and `(3/5, 4/5)` meets all the conditions, with
energy `-1`, coupling `-11/5` and overlap `3/5`. -/
theorem resonancePair_witness :
    ResonancePair !![(-1 : ℝ), -2; -2, 2] ![1, 0] ![3 / 5, 4 / 5] (-1) (-11 / 5) (3 / 5) where
  symmetric := by
    ext i j
    fin_cases i <;> fin_cases j <;> rfl
  norm_a := by norm_num [dotProduct, Fin.sum_univ_succ]
  norm_b := by norm_num [dotProduct, Fin.sum_univ_succ]
  overlap := by norm_num [dotProduct, Fin.sum_univ_succ]
  energy_a := by norm_num [Matrix.mulVec, dotProduct, Fin.sum_univ_succ]
  energy_b := by norm_num [Matrix.mulVec, dotProduct, Fin.sum_univ_succ]
  coupling := by norm_num [Matrix.mulVec, dotProduct, Fin.sum_univ_succ]
  overlap_lt := by rw [abs_lt]; constructor <;> norm_num

end NonorthogonalCISizeConsistency
```

In a calculation, a program builds the $2\times2$ Hamiltonian and overlap matrices and solves the generalised eigenvalue problem. For ten of these fragments the diagonal energies are $-10$, the off-diagonal overlap is $0.6^{10}\approx0.0060$ and the off-diagonal Hamiltonian element is $10\cdot(-2.2)\cdot0.6^9\approx-0.222$. The lower root is about $-10.16$, whereas fragments that resonate separately have energy $-20$. For a single fragment both descriptions give $-2$.

```lean
#print axioms NonorthogonalCISizeConsistency.total_resonance_energy_vanishes
#print axioms NonorthogonalCISizeConsistency.fragmentwise_resonance_energy
```

```
'NonorthogonalCISizeConsistency.total_resonance_energy_vanishes' depends on axioms: [propext, Classical.choice, Quot.sound]
'NonorthogonalCISizeConsistency.fragmentwise_resonance_energy' depends on axioms: [propext, Classical.choice, Quot.sound]
```
